# Exact, normalised solutions of the Jeziorski–Monkhorst equations give an effective Hamiltonian whose eigenvalues belong to H

Once the amplitudes of a state-universal multireference coupled-cluster calculation have converged, one diagonalises a small effective Hamiltonian \(K\) over the reference determinants and reads its eigenvalues as energies. In a finite determinant basis, these are eigenvalues of the full matrix \(H\) if the cluster equations hold in every component and the wave operator is in intermediate normalisation. A truncated calculation generally solves only some of those components, and its energies are then approximate.

## References, cluster operators and the wave operator

The determinants are split into a finite model space, indexed by `σ`, and a finite external space, indexed by `κ`. Their disjoint union `σ ⊕ κ` labels the full basis, with `Sum.inl` marking model determinants and `Sum.inr` external ones.

In Lean 4 with Mathlib:

```lean
import Mathlib

open Matrix

namespace JeziorskiMonkhorst

noncomputable section

variable {σ κ : Type*} [Fintype σ] [DecidableEq σ] [Fintype κ] [DecidableEq κ]
```

Each reference \(m\) is a unit vector \(e_m\).

```lean
/-- The reference determinant `e_m` of the model space, as a vector over all determinants
(model determinants `σ` and external determinants `κ`). -/
def refDet (m : σ) : σ ⊕ κ → ℂ := Pi.single (Sum.inl m) 1
```

Each reference has its own cluster matrix \(T_m\), and the wave operator \(W\) collects the resulting states as columns:

\[
W_{im} = \bigl(e^{T_m}e_m\bigr)_i .
\]

The exponential `IsNilpotent.exp` is a finite series, as it is for excitation operators in a finite basis. For a matrix that is not nilpotent, `IsNilpotent.exp` returns zero, so the formula for \(W\) is meant for nilpotent \(T_m\). Beyond that, the matrices \(T_m\) need not commute or have any particular excitation structure.

```lean
/-- The wave operator whose column `m` is `exp(T_m) e_m`, with a separate cluster operator for each
reference determinant. Here `exp` is `IsNilpotent.exp`, which is the exponential when `T_m` is
nilpotent and zero otherwise. -/
def waveOp (T : σ → Matrix (σ ⊕ κ) (σ ⊕ κ) ℂ) : Matrix (σ ⊕ κ) σ ℂ :=
  Matrix.of fun i m => (IsNilpotent.exp (T m) *ᵥ refDet m) i
```

Intermediate normalisation means that \(e^{T_n}e_n\) has coefficient 1 on its own reference and 0 on the others, \(W_{mn}=\delta_{mn}\) for \(m,n\) in the model space. It is a condition on the amplitudes, assumed here and not derived.

```lean
/-- Intermediate normalisation: the model-space rows of the wave operator form the identity. -/
def IntermediateNorm (T : σ → Matrix (σ ⊕ κ) (σ ⊕ κ) ℂ) : Prop :=
  ∀ m n, waveOp T (Sum.inl m) n = (1 : Matrix σ σ ℂ) m n
```

## From the Bloch equation to the cluster equations

Applying \(W\) to model-space coefficients \(c\) gives a superposition of cluster states:

\[
Wc=\sum_m c_m\,e^{T_m}e_m .
\]

```lean
/-- The wave operator turns model-space coefficients `c` into the superposition `∑ c_m exp(T_m)
e_m`, where `exp` is `IsNilpotent.exp`. -/
theorem waveOp_mulVec (T : σ → Matrix (σ ⊕ κ) (σ ⊕ κ) ℂ) (c : σ → ℂ) :
    waveOp T *ᵥ c = ∑ m, c m • (IsNilpotent.exp (T m) *ᵥ refDet m) := by
  ext i
  rw [Finset.sum_apply]
  exact Finset.sum_congr rfl fun m _ => mul_comm _ _
```

Column \(m\) of \(WK\) is \(W\) applied to column \(m\) of \(K\). The Bloch equation \(HW=WK\) therefore says, for every \(m\),

\[
He^{T_m}e_m=\sum_n K_{nm}\,e^{T_n}e_n .
\]

The proof compares matrix entries and uses the superposition formula with \(c_n=K_{nm}\).

```lean
/-- The Bloch equation `H W = W K`, read column by column. -/
theorem bloch_iff_columns (T : σ → Matrix (σ ⊕ κ) (σ ⊕ κ) ℂ)
    (H : Matrix (σ ⊕ κ) (σ ⊕ κ) ℂ) (K : Matrix σ σ ℂ) :
    H * waveOp T = waveOp T * K ↔
      ∀ m, H *ᵥ (IsNilpotent.exp (T m) *ᵥ refDet m) =
        ∑ n, K n m • (IsNilpotent.exp (T n) *ᵥ refDet n) := by
  constructor
  · intro h m
    have h1 := waveOp_mulVec T (fun n => K n m)
    have h2 : H *ᵥ (IsNilpotent.exp (T m) *ᵥ refDet m) = waveOp T *ᵥ (fun n => K n m) :=
      funext fun i => congrFun (congrFun h i) m
    exact h2.trans h1
  · intro h
    ext i m
    have h1 := waveOp_mulVec T (fun n => K n m)
    exact congrFun ((h m).trans h1.symm) i
```

Multiplying from the left by \(e^{-T_m}\) gives

\[
e^{-T_m}He^{T_m}e_m=\sum_n K_{nm}\,e^{-T_m}e^{T_n}e_n .
\]

Multiplying by \(e^{T_m}\) recovers the previous equation, since \(e^{T_m}e^{-T_m}=1\) for nilpotent \(T_m\). In the proof, `hsum` carries \(e^{-T_m}\) through the sum, and `IsNilpotent.exp_mul_exp_neg_self` supplies the cancellation. The equivalence holds for any complex \(H\) and \(K\), without Hermiticity or intermediate normalisation.

```lean
/-- For nilpotent cluster operators, the Bloch equation `H W = W K` is equivalent to the
similarity-transformed equations
`exp(-T_m) H exp(T_m) e_m = ∑ₙ K_nm exp(-T_m) exp(T_n) e_n` for all references `m`. -/
theorem bloch_iff_cluster_equations (T : σ → Matrix (σ ⊕ κ) (σ ⊕ κ) ℂ)
    (hT : ∀ m, IsNilpotent (T m)) (H : Matrix (σ ⊕ κ) (σ ⊕ κ) ℂ) (K : Matrix σ σ ℂ) :
    H * waveOp T = waveOp T * K ↔
      ∀ m, (IsNilpotent.exp (-T m) * H * IsNilpotent.exp (T m)) *ᵥ refDet m =
        ∑ n, K n m • ((IsNilpotent.exp (-T m) * IsNilpotent.exp (T n)) *ᵥ refDet n) := by
  rw [bloch_iff_columns]
  refine forall_congr' fun m => ?_
  -- exp(-T_m) acts term by term on the superposition
  have hsum := map_sum (Matrix.mulVecLin (IsNilpotent.exp (-T m)))
    (fun n => K n m • (IsNilpotent.exp (T n) *ᵥ refDet n)) Finset.univ
  simp only [Matrix.mulVecLin_apply, Matrix.mulVec_smul] at hsum
  simp only [← Matrix.mulVec_mulVec]
  rw [← hsum]
  constructor
  · intro h
    rw [h]
  · intro h
    -- exp(T_m) undoes exp(-T_m)
    have h2 := congrArg (fun v => IsNilpotent.exp (T m) *ᵥ v) h
    simpa only [Matrix.mulVec_mulVec _ (IsNilpotent.exp (T m)) (IsNilpotent.exp (-T m)),
      IsNilpotent.exp_mul_exp_neg_self (hT m), Matrix.one_mulVec] using h2
```

## What intermediate normalisation fixes

With identity model rows, the model components of \(Wc\) are the coefficients themselves:

\[
(Wc)_m=\sum_n\delta_{mn}c_n=c_m .
\]

```lean
/-- In intermediate normalisation the model-space components of `W c` are the
coefficients `c`. -/
theorem waveOp_model_part {T : σ → Matrix (σ ⊕ κ) (σ ⊕ κ) ℂ} (hN : IntermediateNorm T)
    (c : σ → ℂ) (m : σ) : (waveOp T *ᵥ c) (Sum.inl m) = c m := by
  have h : (waveOp T *ᵥ c) (Sum.inl m) = ((1 : Matrix σ σ ℂ) *ᵥ c) m :=
    Finset.sum_congr rfl fun n _ => congrArg (· * c n) (hN m n)
  rw [h, Matrix.one_mulVec]
```

Applied to the columns of \(K\), this gives \((WK)_{mn}=K_{mn}\). The model rows of the Bloch equation thus determine \(K\), and the external rows \(q\) remain as conditions on the amplitudes:

\[
K_{mn}=(HW)_{mn},\qquad (HW)_{qn}=(WK)_{qn}.
\]

The proof splits the rows into these two kinds.

```lean
/-- In intermediate normalisation the Bloch equation holds exactly when `K` is the
model-space block of `H W` and the external rows of `H W` and `W K` agree. -/
theorem bloch_iff_external {T : σ → Matrix (σ ⊕ κ) (σ ⊕ κ) ℂ} (hN : IntermediateNorm T)
    (H : Matrix (σ ⊕ κ) (σ ⊕ κ) ℂ) (K : Matrix σ σ ℂ) :
    H * waveOp T = waveOp T * K ↔
      (∀ m n, K m n = (H * waveOp T) (Sum.inl m) n) ∧
      ∀ q n, (H * waveOp T) (Sum.inr q) n = (waveOp T * K) (Sum.inr q) n := by
  have hK : ∀ m n, (waveOp T * K) (Sum.inl m) n = K m n :=
    fun m n => waveOp_model_part hN (fun k => K k n) m
  constructor
  · intro h
    exact ⟨fun m n => by rw [h, hK], fun q n => by rw [h]⟩
  · rintro ⟨h1, h2⟩
    ext i n
    rcases i with m | q
    · rw [hK, h1]
    · exact h2 q n
```

## Eigenvalues of K as eigenvalues of H

The Bloch equation gives \(HWc=WKc\). If \(Kc=Ec\), then \(HWc=E\,Wc\). Conversely, \(HWc=E\,Wc\) means \(W(Kc)=W(Ec)\), and comparing model components gives \(Kc=Ec\). This concerns vectors of the form \(Wc\); other eigenvectors of \(H\) are not described by \(K\).

```lean
/-- For a normalised solution of the Bloch equation, `c` satisfies `K c = E c` exactly when
`W c` satisfies the Schrödinger equation `H W c = E W c`. -/
theorem effective_eigen_iff {T : σ → Matrix (σ ⊕ κ) (σ ⊕ κ) ℂ} (hN : IntermediateNorm T)
    {H : Matrix (σ ⊕ κ) (σ ⊕ κ) ℂ} {K : Matrix σ σ ℂ}
    (hB : H * waveOp T = waveOp T * K) (c : σ → ℂ) (E : ℂ) :
    K *ᵥ c = E • c ↔ H *ᵥ (waveOp T *ᵥ c) = E • (waveOp T *ᵥ c) := by
  have key : H *ᵥ (waveOp T *ᵥ c) = waveOp T *ᵥ (K *ᵥ c) := by
    rw [Matrix.mulVec_mulVec, hB, ← Matrix.mulVec_mulVec]
  rw [key, ← Matrix.mulVec_smul]
  constructor
  · intro h
    rw [h]
  · intro h
    -- compare the model-space components
    ext m
    have h1 := congrFun h (Sum.inl m)
    rwa [waveOp_model_part hN (K *ᵥ c) m, waveOp_model_part hN (E • c) m] at h1
```

If \(c\neq0\), then \(Wc\neq0\), because its model components are \(c\). Starting from the cluster equations, the next theorem recovers the Bloch equation and combines these two facts, so \(E\) is an eigenvalue of \(H\) with eigenvector \(Wc\).

```lean
/-- If normalised cluster operators solve the similarity-transformed equations, every
eigenvector `c` of `K` gives a nonzero eigenvector `W c` of `H` with the same eigenvalue. -/
theorem eigenvalue_of_cluster_equations {T : σ → Matrix (σ ⊕ κ) (σ ⊕ κ) ℂ}
    (hT : ∀ m, IsNilpotent (T m)) (hN : IntermediateNorm T)
    {H : Matrix (σ ⊕ κ) (σ ⊕ κ) ℂ} {K : Matrix σ σ ℂ}
    (hCC : ∀ m, (IsNilpotent.exp (-T m) * H * IsNilpotent.exp (T m)) *ᵥ refDet m =
      ∑ n, K n m • ((IsNilpotent.exp (-T m) * IsNilpotent.exp (T n)) *ᵥ refDet n))
    {c : σ → ℂ} (hc : c ≠ 0) {E : ℂ} (hE : K *ᵥ c = E • c) :
    waveOp T *ᵥ c ≠ 0 ∧ H *ᵥ (waveOp T *ᵥ c) = E • (waveOp T *ᵥ c) := by
  have hB := (bloch_iff_cluster_equations T hT H K).2 hCC
  refine ⟨fun h0 => hc ?_, (effective_eigen_iff hN hB c E).1 hE⟩
  ext m
  rw [← waveOp_model_part hN c m, h0]
  rfl
```

## Two references and one external determinant

Let \(T_m\) excite reference \(m\) into the single external determinant with amplitude one.

```lean
/-- Example cluster operators: `T_m` excites reference `m` (of two) into a single external
determinant with amplitude one. -/
def exT (m : Fin 2) : Matrix (Fin 2 ⊕ Fin 1) (Fin 2 ⊕ Fin 1) ℂ :=
  Matrix.single (Sum.inr 0) (Sum.inl m) 1
```

Take the real symmetric Hamiltonian

\[
H=\begin{pmatrix}0&1&1\\1&1&2\\1&2&3\end{pmatrix}.
\]

```lean
/-- Example Hamiltonian: a real symmetric matrix over two model determinants and one
external determinant. -/
def exH : Matrix (Fin 2 ⊕ Fin 1) (Fin 2 ⊕ Fin 1) ℂ :=
  Matrix.fromBlocks !![0, 1; 1, 1] !![1; 2] !![1, 2] !![3]
```

No second excitation is possible, so \(T_m^2=0\).

```lean
/-- The example cluster operators square to zero. -/
theorem exT_sq (m : Fin 2) : exT m ^ 2 = 0 := by
  rw [pow_two]
  ext i j
  simp [exT, Matrix.mul_apply, Matrix.single_apply, Fintype.sum_sum_type]
```

Hence \(e^{T_m}=1+T_m\), and

\[
W=\begin{pmatrix}1&0\\0&1\\1&1\end{pmatrix}.
\]

```lean
/-- The wave operator of the example: the identity on the model space above an external row
of ones. -/
theorem waveOp_exT : waveOp exT = Matrix.fromRows 1 !![1, 1] := by
  have hexp : ∀ m, IsNilpotent.exp (exT m) = 1 + exT m := fun m => by
    rw [IsNilpotent.exp_eq_sum (exT_sq m)]
    simp [Finset.sum_range_succ]
  ext i m
  simp only [waveOp, Matrix.of_apply, hexp]
  rcases i with i | i <;> fin_cases i <;> fin_cases m <;>
    simp [refDet, exT]
```

Direct multiplication gives

\[
HW=\begin{pmatrix}1&2\\3&3\\4&5\end{pmatrix}=WK,\qquad
K=\begin{pmatrix}1&2\\3&3\end{pmatrix}.
\]

The columns of \(W\) each have norm \(\sqrt2\) and, once normalised, overlap by \(1/2\). They form a non-orthogonal basis of their span, and in it the restriction of this symmetric \(H\) is represented by the non-symmetric \(K\). The final theorem checks nilpotency, normalisation and the Bloch equation, the last entry by entry.

```lean
/-- The example cluster operators are nilpotent and normalised, and they solve the Bloch
equation for `exH` with a non-symmetric matrix `K`. -/
theorem bloch_witness :
    (∀ m, IsNilpotent (exT m)) ∧ IntermediateNorm exT ∧
      exH * waveOp exT = waveOp exT * (!![1, 2; 3, 3] : Matrix (Fin 2) (Fin 2) ℂ) := by
  refine ⟨fun m => ⟨2, exT_sq m⟩, fun m n => ?_, ?_⟩
  · rw [waveOp_exT]
    rfl
  · rw [waveOp_exT]
    ext i m
    rw [Matrix.mul_apply, Matrix.mul_apply]
    rcases i with i | i <;> fin_cases i <;> fin_cases m <;>
      simp [exH, Fintype.sum_sum_type, Fin.sum_univ_succ, Matrix.one_apply] <;> norm_num

end

end JeziorskiMonkhorst
```

```lean
#print axioms JeziorskiMonkhorst.bloch_iff_external
#print axioms JeziorskiMonkhorst.effective_eigen_iff
#print axioms JeziorskiMonkhorst.eigenvalue_of_cluster_equations
```

```
'JeziorskiMonkhorst.bloch_iff_external' depends on axioms: [propext, Classical.choice, Quot.sound]
'JeziorskiMonkhorst.effective_eigen_iff' depends on axioms: [propext, Classical.choice, Quot.sound]
'JeziorskiMonkhorst.eigenvalue_of_cluster_equations' depends on axioms: [propext, Classical.choice, Quot.sound]
```
